# A symmetric operator commutes with |u⟩⟨u|, for nonzero u, exactly when u is an eigenvector

Let X be a symmetric linear operator on a real or complex inner product space, of any dimension, and let u be a nonzero vector. The lemma says that X commutes with |u⟩⟨u|, the map sending v to ⟨u,v⟩u, if and only if u is an eigenvector of X. The vector u need not be normalised, so |u⟩⟨u| is ⟨u,u⟩ times the orthogonal projector onto the line through u. In one direction the attempt applies both products to u and reads off the eigenvalue ⟨u,Xu⟩/⟨u,u⟩, which is the expectation value of X in the normalised state. In the other it shows that the eigenvalue is real and uses the symmetry of X to compare the two products on an arbitrary vector.

As first written in Lean, the proof fails:

```lean
import Mathlib

open scoped InnerProductSpace

namespace KetbraCommutesIff

noncomputable section

variable {𝕜 E : Type*} [RCLike 𝕜] [NormedAddCommGroup E] [InnerProductSpace 𝕜 E]

/-- The unnormalised projector `|u⟩⟨u|`, sending `v` to `⟨u,v⟩ u`. -/
def ketbra (𝕜 : Type*) {E : Type*} [RCLike 𝕜] [NormedAddCommGroup E]
    [InnerProductSpace 𝕜 E] (u : E) : E →ₗ[𝕜] E where
  toFun v := ⟪u, v⟫_𝕜 • u
  map_add' v w := by rw [inner_add_right, add_smul]
  map_smul' c v := by rw [inner_smul_right, mul_smul, RingHom.id_apply]

/-- The map `|u⟩⟨u|` sends a vector `v` to `⟨u,v⟩ u`. -/
theorem ketbra_apply (u v : E) : ketbra 𝕜 u v = ⟪u, v⟫_𝕜 • u := rfl

/-- For nonzero `u` and symmetric `X`, the projector `|u⟩⟨u|` commutes with `X` if and only
if `u` is an eigenvector of `X`. -/
theorem ketbra_commutes_iff {X : E →ₗ[𝕜] E} (hX : X.IsSymmetric) {u : E} (hu : u ≠ 0) :
    ketbra 𝕜 u ∘ₗ X = X ∘ₗ ketbra 𝕜 u ↔ ∃ c : 𝕜, Module.End.HasEigenvector X c u := by
  have hne : ⟪u, u⟫_𝕜 ≠ 0 := inner_self_ne_zero.2 hu
  constructor
  · intro h
    -- apply the commutator to `u` itself
    have h1 := LinearMap.congr_fun h u
    simp only [LinearMap.comp_apply, ketbra_apply, map_smul] at h1
    refine ⟨⟪u, u⟫_𝕜⁻¹ * ⟪u, X u⟫_𝕜, Module.End.mem_eigenspace_iff.2 ?_, hu⟩
    rw [mul_smul, h1, inv_smul_smul₀ hne]
  · rintro ⟨c, hc⟩
    have hcu : X u = c • u := hc.apply_eq_smul
    -- the eigenvalue of a symmetric operator is real
    have hreal : (starRingEnd 𝕜) c = c := by
      have h := hX u u
      rw [hcu, inner_smul_left, inner_smul_right] at h
      exact mul_right_cancel₀ hne h
    refine LinearMap.ext fun v => ?_
    simp only [LinearMap.comp_apply, ketbra_apply, map_smul]
    rw [← hX u v, hcu, inner_smul_left, hreal, smul_smul, mul_comm]

end

end KetbraCommutesIff
```

Compiling this gives:

```
Main.lean:31:19: error(lean.synthInstanceFailed): failed to synthesize instance of type class
  Inv (Type u_1)

Hint: Type class instance resolution failures can be inspected with the `set_option trace.Meta.synthInstance true` command.
```

Cause. The error is one of parsing. In `⟪u, u⟫_𝕜⁻¹` the inverse was meant for the inner product, but the notation ends with a slot for the scalar field, and `⁻¹` binds tightly enough to be taken into that slot. Lean therefore read the expression as an inner product over `𝕜⁻¹`. Since `𝕜` is itself a type, of type `Type u_1`, its inverse would need an instance of `Inv (Type u_1)`, and Lean found none. The message points at the `𝕜` in this expression.

The diff puts brackets round the inner product, giving `(⟪u, u⟫_𝕜)⁻¹`. The notation now ends before the inverse is applied, so what is inverted is a scalar in `𝕜`, where inverses are available. The eigenvalue is then the intended quotient, and the rewrite on the next line, which cancels ⟨u,u⟩ by `inv_smul_smul₀ hne`, works unchanged.

After these edits no error is left:

```diff
@@ -29,5 +29,5 @@
     have h1 := LinearMap.congr_fun h u
     simp only [LinearMap.comp_apply, ketbra_apply, map_smul] at h1
-    refine ⟨⟪u, u⟫_𝕜⁻¹ * ⟪u, X u⟫_𝕜, Module.End.mem_eigenspace_iff.2 ?_, hu⟩
+    refine ⟨(⟪u, u⟫_𝕜)⁻¹ * ⟪u, X u⟫_𝕜, Module.End.mem_eigenspace_iff.2 ?_, hu⟩
     rw [mul_smul, h1, inv_smul_smul₀ hne]
   · rintro ⟨c, hc⟩
```
